# Off resonance, the derivative of $w\chi(w)$ for undamped coupled oscillators is $x^TKx+w^2x^Tx$

A charge $g$ of unit mass on a spring of stiffness $k$ is driven by a field $\cos(wt)$ of unit amplitude, and so by the force $g\cos(wt)$, with $w\neq0$ and $w^2\neq k$. How much energy does it hold on average, and can that be read from its response? The steady motion is $x\cos(wt)$ with $x=g/(k-w^2)$, and the susceptibility is $\chi(w)=gx=g^2/(k-w^2)$. Then

$$\frac{d}{dw}\,(w\chi)=\frac{g^2}{k-w^2}+\frac{2w^2g^2}{(k-w^2)^2}=\frac{g^2(k+w^2)}{(k-w^2)^2}=kx^2+w^2x^2 .$$

The energy $\tfrac12\left(w^2x^2\sin^2(wt)+kx^2\cos^2(wt)\right)$ averages to $\tfrac14(kx^2+w^2x^2)$, a quarter of this derivative. The same holds for finitely many undamped oscillators coupled by a real symmetric stiffness matrix, driven at a nonzero frequency off resonance.

## Oscillators, force and response

The finite type `n` labels the oscillator coordinates, `K` is the stiffness matrix and `w` is the angular frequency, usually written $\omega$. The vector `v` is the coupling to a field $\cos(wt)$ of unit amplitude, not a velocity. The letter `s` is a second frequency.

```lean
import Mathlib

open Matrix Filter Topology

namespace BrillouinEnergy

noncomputable section

variable {n : Type*} [Fintype n] [DecidableEq n]
variable {K : Matrix n n ℝ} {v : n → ℝ} {w s : ℝ}
```

The equation of motion at frequency $w$ involves $K-w^2$. The code calls this the dynamical matrix, a name that lattice dynamics usually gives to $K$ itself.

```lean
/-- The dynamical matrix `K - w²` of unit-mass oscillators with stiffness matrix `K`. -/
def dyn (K : Matrix n n ℝ) (w : ℝ) : Matrix n n ℝ := K - w ^ 2 • (1 : Matrix n n ℝ)
```

Off resonance means that $Ku=w^2u$ has only the solution $u=0$.

```lean
/-- The frequency `w` is off resonance: `w²` is not an eigenvalue of `K`. -/
def NonResonant (K : Matrix n n ℝ) (w : ℝ) : Prop :=
  ∀ u : n → ℝ, K *ᵥ u = w ^ 2 • u → u = 0
```

The amplitude is $x(w)=(K-w^2)^{-1}v$. Lean gives a singular matrix the inverse zero, so this definition has its physical meaning only off resonance.

```lean
/-- The amplitude `x = (K - w²)⁻¹ v` of the driven oscillators, for `w` off resonance. -/
def amplitude (K : Matrix n n ℝ) (v : n → ℝ) (w : ℝ) : n → ℝ := (dyn K w)⁻¹ *ᵥ v
```

The response seen by the field is $\chi(w)=v\cdot x(w)$.

```lean
/-- The susceptibility `χ(w) = vᵀ (K - w²)⁻¹ v`, for `w` off resonance. -/
def susceptibility (K : Matrix n n ℝ) (v : n → ℝ) (w : ℝ) : ℝ := v ⬝ᵥ amplitude K v w
```

The displacement is $q(t)=\cos(wt)\,x$, and the velocity is $p(t)=-w\sin(wt)\,x$.

```lean
/-- The displacement `cos(wt) x` at time `t`, for `w` off resonance. -/
def displacement (K : Matrix n n ℝ) (v : n → ℝ) (w t : ℝ) : n → ℝ :=
  Real.cos (w * t) • amplitude K v w

/-- The velocity `-w sin(wt) x` at time `t`, for `w` off resonance. -/
def velocity (K : Matrix n n ℝ) (v : n → ℝ) (w t : ℝ) : n → ℝ :=
  (-(w * Real.sin (w * t))) • amplitude K v w
```

The mechanical energy is $\tfrac12(p\cdot p+q\cdot Kq)$. It leaves out the interaction energy with the driving field. Since `K` need not be positive, the elastic part may be negative.

```lean
/-- Kinetic plus elastic energy of unit-mass oscillators at position `q` with velocity `p`, for a
symmetric stiffness matrix `K`. -/
def mechanicalEnergy (K : Matrix n n ℝ) (q p : n → ℝ) : ℝ :=
  (p ⬝ᵥ p + q ⬝ᵥ K *ᵥ q) / 2
```

## The driven equation

A square matrix has a nonzero determinant exactly when it sends no nonzero vector to zero. Since $(K-w^2)u=Ku-w^2u$, being off resonance is the same as $\det(K-w^2)\neq0$. The proof records this identity as `hd` and uses it in both directions.

```lean
/-- A frequency is off resonance exactly when the determinant of `K - w²` is nonzero. -/
theorem nonResonant_iff_det : NonResonant K w ↔ (dyn K w).det ≠ 0 := by
  have hd : ∀ u : n → ℝ, dyn K w *ᵥ u = K *ᵥ u - w ^ 2 • u := fun u => by
    rw [dyn, Matrix.sub_mulVec, Matrix.smul_mulVec, Matrix.one_mulVec]
  constructor
  · intro h h0
    obtain ⟨u, hu, hu0⟩ := Matrix.exists_mulVec_eq_zero_iff.mpr h0
    rw [hd] at hu0
    exact hu (h u (sub_eq_zero.mp hu0))
  · intro h u hu
    by_contra hne
    exact h (Matrix.exists_mulVec_eq_zero_iff.mp ⟨u, hne, by rw [hd, hu, sub_self]⟩)
```

The inverse is therefore a true one, and multiplying $x=(K-w^2)^{-1}v$ by $K-w^2$ gives

$$Kx-w^2x=v .$$

```lean
/-- Off resonance the amplitude solves the driven equation `K x - w² x = v`. -/
theorem amplitude_eq (hw : NonResonant K w) :
    K *ᵥ amplitude K v w - w ^ 2 • amplitude K v w = v := by
  have hu : IsUnit (dyn K w).det := isUnit_iff_ne_zero.mpr (nonResonant_iff_det.mp hw)
  have h : dyn K w *ᵥ amplitude K v w = v := by
    rw [amplitude, Matrix.mulVec_mulVec, Matrix.mul_nonsing_inv _ hu, Matrix.one_mulVec]
  rwa [dyn, Matrix.sub_mulVec, Matrix.smul_mulVec, Matrix.one_mulVec] at h
```

## Two frequencies compared

Let $s$ and $w$ both be off resonance. Writing $v$ through the amplitude at the other frequency gives

$$\chi(s)=v\cdot x(s)=Kx(w)\cdot x(s)-w^2\,x(w)\cdot x(s),$$
$$\chi(w)=v\cdot x(w)=Kx(s)\cdot x(w)-s^2\,x(s)\cdot x(w).$$

Because $K$ is symmetric, the two terms with $K$ agree, and subtraction leaves

$$\chi(s)-\chi(w)=(s^2-w^2)\,x(s)\cdot x(w).$$

In the proof, `key` is the substitution for $v$, `hsym` is the symmetry, and `linear_combination` does the subtraction.

```lean
/-- For symmetric `K` and two frequencies off resonance, the susceptibilities differ by
`(s² - w²)` times the overlap of the two amplitudes. -/
theorem susceptibility_sub (hK : K.IsSymm) (hs : NonResonant K s) (hw : NonResonant K w) :
    susceptibility K v s - susceptibility K v w =
      (s ^ 2 - w ^ 2) * (amplitude K v s ⬝ᵥ amplitude K v w) := by
  -- express the force `v` through the amplitude at the other frequency
  have key : ∀ {a : ℝ} (_ : NonResonant K a) (y : n → ℝ),
      v ⬝ᵥ y = (K *ᵥ amplitude K v a) ⬝ᵥ y - a ^ 2 * (amplitude K v a ⬝ᵥ y) := by
    intro a ha y
    rw [← smul_eq_mul, ← smul_dotProduct, ← sub_dotProduct, amplitude_eq ha]
  have hsym : (K *ᵥ amplitude K v w) ⬝ᵥ amplitude K v s =
      (K *ᵥ amplitude K v s) ⬝ᵥ amplitude K v w := by
    rw [dotProduct_comm, Matrix.dotProduct_mulVec, ← Matrix.mulVec_transpose, hK.eq]
  unfold susceptibility
  linear_combination key hw (amplitude K v s) - key hs (amplitude K v w) + hsym
    - w ^ 2 * dotProduct_comm (amplitude K v w) (amplitude K v s)
```

## The slope of the susceptibility

For $s\neq w$, division by $s-w$ gives

$$\frac{\chi(s)-\chi(w)}{s-w}=(s+w)\,x(s)\cdot x(w).$$

As $s\to w$ the right side tends to $2w\,x\cdot x$, provided that $x(s)\to x(w)$. This follows from

$$x(s)=\frac{\operatorname{adj}(K-s^2)\,v}{\det(K-s^2)},$$

where numerator and denominator are polynomials in $s$ and the denominator is nonzero at $w$. Hence $\chi'(w)=2w\,x\cdot x$.

The continuity of the amplitude is `hx`, and `hlim` carries it over to the right side of the quotient. By `hev`, frequencies close enough to $w$ are also off resonance, so the two-frequency identity applies to them.

```lean
/-- For symmetric `K` and `w` off resonance, the susceptibility has slope `2 w xᵀx`. -/
theorem hasDerivAt_susceptibility (hK : K.IsSymm) (hw : NonResonant K w) :
    HasDerivAt (susceptibility K v)
      (2 * w * (amplitude K v w ⬝ᵥ amplitude K v w)) w := by
  have hc : Continuous (fun s => dyn K s) :=
    continuous_const.sub ((continuous_id.pow 2).smul continuous_const)
  have hdet := nonResonant_iff_det.mp hw
  -- the amplitude is continuous off resonance, by the adjugate formula
  have hx : ContinuousAt (amplitude K v) w := by
    have e : amplitude K v =
        fun s => (dyn K s).det⁻¹ • ((dyn K s).adjugate *ᵥ v) := by
      funext s
      rw [amplitude, Matrix.inv_def, Ring.inverse_eq_inv', Matrix.smul_mulVec]
    rw [e]
    exact (hc.matrix_det.continuousAt.inv₀ hdet).smul
      (hc.matrix_adjugate.matrix_mulVec continuous_const).continuousAt
  have hdot : Continuous (fun y : n → ℝ => y ⬝ᵥ amplitude K v w) := by
    unfold dotProduct
    fun_prop
  have hlim : ContinuousAt
      (fun s => (s + w) * (amplitude K v s ⬝ᵥ amplitude K v w)) w :=
    (continuousAt_id.add continuousAt_const).mul (hdot.continuousAt.comp hx)
  have hev : ∀ᶠ s in 𝓝[≠] w, (dyn K s).det ≠ 0 :=
    (hc.matrix_det.continuousAt.eventually_ne hdet).filter_mono nhdsWithin_le_nhds
  -- the difference quotient is `(s + w) x(s)ᵀx(w)`
  rw [hasDerivAt_iff_tendsto_slope, two_mul]
  refine (hlim.tendsto.mono_left nhdsWithin_le_nhds).congr' ?_
  filter_upwards [hev, self_mem_nhdsWithin] with s hs hne
  have hne' : s - w ≠ 0 := sub_ne_zero.mpr hne
  rw [slope_def_field, susceptibility_sub hK (nonResonant_iff_det.mpr hs) hw,
    eq_div_iff hne']
  ring
```

## The derivative of $w\chi$

Pairing the driven equation with $x$ gives $\chi=x\cdot v=x\cdot Kx-w^2\,x\cdot x$. By the product rule,

$$\frac{d}{dw}\,(w\chi)=\chi+w\chi'=x\cdot Kx-w^2\,x\cdot x+2w^2\,x\cdot x=x\cdot Kx+w^2\,x\cdot x .$$

The theorem states this with `HasDerivAt`, which says that $s\mapsto s\chi(s)$ is differentiable at $w$ with this derivative. Its hypotheses are that `K` is symmetric and `w` is off resonance; $w=0$ is allowed. The pairing is `h`, and the last line combines it with the product rule.

```lean
/-- For symmetric `K` and `w²` not an eigenvalue of `K`, the derivative of `w vᵀ (K - w²)⁻¹ v` in
`w` is `xᵀ K x + w² xᵀ x`, where `x = (K - w²)⁻¹ v`. -/
theorem brillouin_energy (hK : K.IsSymm) (hw : NonResonant K w) :
    HasDerivAt (fun s => s * susceptibility K v s)
      (amplitude K v w ⬝ᵥ K *ᵥ amplitude K v w
        + w ^ 2 * (amplitude K v w ⬝ᵥ amplitude K v w)) w := by
  -- pair the driven equation with the amplitude
  have h := congrArg (fun y => amplitude K v w ⬝ᵥ y) (amplitude_eq (v := v) hw)
  simp only [dotProduct_sub, dotProduct_smul, smul_eq_mul] at h
  have hχ : susceptibility K v w = amplitude K v w ⬝ᵥ v := dotProduct_comm _ _
  refine ((hasDerivAt_id' w).fun_mul (hasDerivAt_susceptibility hK hw)).congr_deriv ?_
  linear_combination hχ - h
```

## The motion behind the amplitude

Differentiating $q=\cos(wt)\,x$ once gives $p$. Differentiating again and using $w^2x=Kx-v$ gives

$$\ddot q=-w^2\cos(wt)\,x=\cos(wt)\,v-Kq .$$

This is Newton's equation for unit masses under the elastic force and the drive. The solution is the steady one, without the free oscillations that an undamped system may also carry.

```lean
/-- Off resonance the displacement has the stated velocity and obeys Newton's equation with
elastic force `-K q` and driving force `cos(wt) v`. -/
theorem newton_equation (hw : NonResonant K w) (t : ℝ) :
    HasDerivAt (displacement K v w) (velocity K v w t) t ∧
    HasDerivAt (velocity K v w)
      (Real.cos (w * t) • v - K *ᵥ displacement K v w t) t := by
  have hl : HasDerivAt (fun t : ℝ => w * t) (w * 1) t := (hasDerivAt_id' t).const_mul w
  constructor
  · have hc : HasDerivAt (fun t => Real.cos (w * t)) (-(w * Real.sin (w * t))) t :=
      hl.cos.congr_deriv (by ring)
    exact hc.smul_const (amplitude K v w)
  · have hs : HasDerivAt (fun t => -(w * Real.sin (w * t)))
        (-(w ^ 2 * Real.cos (w * t))) t :=
      (hl.sin.const_mul w).fun_neg.congr_deriv (by ring)
    refine (hs.smul_const (amplitude K v w)).congr_deriv ?_
    rw [displacement, Matrix.mulVec_smul]
    linear_combination (norm := module) Real.cos (w * t) • amplitude_eq (v := v) hw
```

## The average over a period

For constants $a$ and $b$, the function

$$F(t)=\frac{a+b}{2}\,t+\frac{b-a}{2w}\,\sin(wt)\cos(wt)$$

has derivative $a\sin^2(wt)+b\cos^2(wt)$. Its oscillating term vanishes at $t=0$ and at $t=2\pi/w$, so the integral is $(a+b)\pi/w$. The proof checks the antiderivative as `hF` and then evaluates it at the ends.

```lean
/-- For `w ≠ 0`, the integral of `a sin²(wt) + b cos²(wt)` from `0` to `2π/w` is `(a + b)π/w`. -/
theorem integral_period (a b : ℝ) (hw0 : w ≠ 0) :
    ∫ t in (0 : ℝ)..(2 * Real.pi / w),
      (a * Real.sin (w * t) ^ 2 + b * Real.cos (w * t) ^ 2) = (a + b) * Real.pi / w := by
  have hF : ∀ t : ℝ, HasDerivAt
      (fun t => (a + b) / 2 * t + (b - a) / (2 * w) * (Real.sin (w * t) * Real.cos (w * t)))
      (a * Real.sin (w * t) ^ 2 + b * Real.cos (w * t) ^ 2) t := by
    intro t
    have hl : HasDerivAt (fun t : ℝ => w * t) (w * 1) t := (hasDerivAt_id' t).const_mul w
    refine (((hasDerivAt_id' t).const_mul ((a + b) / 2)).fun_add
      ((hl.sin.fun_mul hl.cos).const_mul ((b - a) / (2 * w)))).congr_deriv ?_
    field_simp
    linear_combination (-(a + b)) * Real.sin_sq_add_cos_sq (w * t)
  have hp : w * (2 * Real.pi / w) = 2 * Real.pi := by field_simp
  rw [intervalIntegral.integral_eq_sub_of_hasDerivAt (fun t _ => hF t)
    (Continuous.intervalIntegrable (by fun_prop) _ _)]
  simp only [hp, Real.sin_two_pi, mul_zero, Real.sin_zero, zero_mul, add_zero, sub_zero]
  ring
```

The energy at time $t$ has this form, with $a=\tfrac12w^2\,x\cdot x$ and $b=\tfrac12\,x\cdot Kx$. Multiplying the integral by $w/(2\pi)$ gives the average

$$\frac{a+b}{2}=\frac{x\cdot Kx+w^2\,x\cdot x}{4}=\frac14\,\frac{d}{dw}\,(w\chi).$$

For negative $w$, the prefactor and the direction of integration both change sign, and the average is the same. At $w=0$ the energy is constant and equals half of the derivative, so the factor of one quarter belongs to oscillating fields.

In the proof, `e` writes the energy in this form, `integral_period` supplies the integral and `brillouin_energy` the derivative.

```lean
/-- For symmetric `K` and a nonzero frequency off resonance, the mechanical energy averaged
over a period is one quarter of the derivative of `w χ(w)`. -/
theorem average_energy (hK : K.IsSymm) (hw : NonResonant K w) (hw0 : w ≠ 0) :
    w / (2 * Real.pi) * ∫ t in (0 : ℝ)..(2 * Real.pi / w),
        mechanicalEnergy K (displacement K v w t) (velocity K v w t) =
      deriv (fun s => s * susceptibility K v s) w / 4 := by
  have e : ∀ t, mechanicalEnergy K (displacement K v w t) (velocity K v w t) =
      (w ^ 2 * (amplitude K v w ⬝ᵥ amplitude K v w) / 2) * Real.sin (w * t) ^ 2
        + (amplitude K v w ⬝ᵥ K *ᵥ amplitude K v w / 2) * Real.cos (w * t) ^ 2 := by
    intro t
    simp only [mechanicalEnergy, displacement, velocity, Matrix.mulVec_smul,
      dotProduct_smul, smul_dotProduct, smul_eq_mul]
    ring
  have hpi := Real.pi_ne_zero
  simp only [e]
  rw [integral_period _ _ hw0, (brillouin_energy hK hw).deriv]
  field_simp
  ring

end

end BrillouinEnergy
```

```lean
#print axioms BrillouinEnergy.hasDerivAt_susceptibility
-- 'BrillouinEnergy.hasDerivAt_susceptibility' depends on axioms: [propext, Classical.choice, Quot.sound]
#print axioms BrillouinEnergy.newton_equation
-- 'BrillouinEnergy.newton_equation' depends on axioms: [propext, Classical.choice, Quot.sound]
#print axioms BrillouinEnergy.average_energy
-- 'BrillouinEnergy.average_energy' depends on axioms: [propext, Classical.choice, Quot.sound]
```

Brillouin's energy density for a dispersive medium also contains the energy of the field itself; a quarter of the derivative found here is the average energy stored in the oscillators, at unit field amplitude and nonzero frequency. To apply it to a dielectric at a frequency where absorption is negligible, one must identify $v\cdot x$ with the macroscopic susceptibility, which involves the density of oscillators and the local field. In a continuous-time model with finitely many undamped Lorentz poles of positive strength, driven off resonance at a nonzero frequency, the result gives the average energy held by the oscillators in steady motion at unit field amplitude.
